# Classical unit moments in any arrangement leave a gap at zero energy when exchange exceeds the hopping norm

Let electrons hop on $N$ sites with a Hermitian amplitude matrix $T$ of operator norm $\|T\|\le W$, and let their spin, described by the Pauli matrices $\sigma$, couple with strength $D$ to classical unit moments $n_i$. Every eigenvalue $E$ of

$$H = T\otimes 1 - D\,S,\qquad (S\psi)_{i,s}=\sum_{t}(n_i\cdot\sigma)_{st}\,\psi_{i,t}$$

is real and satisfies $|E|\ge D-W$, whatever the directions of the moments. For $D>W$ there is thus no level in the open interval from $-(D-W)$ to $D-W$, and $H$ is invertible. For simulations that sample moment configurations of this finite, non-interacting model, it means that every one-electron level stays at least $D-W$ away from zero in every configuration.

## Electrons among frozen moments

The sites form a finite type `ι`, and a one-electron state is a complex function $\psi_{i,s}$ on `ι × Fin 2`, with $s=0$ for spin up and $s=1$ for spin down. The matrix norm is the $\ell^2$ operator norm, that is, the largest factor by which $T$ stretches a vector.

```lean
import Mathlib

open Matrix
open scoped Kronecker ComplexOrder Matrix.Norms.L2Operator

namespace DisorderedMomentGap

noncomputable section

variable {ι : Type*} [Fintype ι] [DecidableEq ι]
```

A moment has real components $n_0,n_1,n_2$ along the $x$, $y$ and $z$ axes.

```lean
/-- The spin matrix `n·σ` of a classical moment `n = (n₀, n₁, n₂)`. -/
def pauliDot (n : Fin 3 → ℝ) : Matrix (Fin 2) (Fin 2) ℂ :=
  !![(n 2 : ℂ), (n 0 : ℂ) - (n 1 : ℂ) * Complex.I;
     (n 0 : ℂ) + (n 1 : ℂ) * Complex.I, -(n 2 : ℂ)]
```

The matrix $S$ is diagonal in the site index: an electron feels only the moment of the site that it occupies.

```lean
/-- The site-diagonal exchange matrix, with block `n i · σ` at site `i`. -/
def momentField (n : ι → Fin 3 → ℝ) : Matrix (ι × Fin 2) (ι × Fin 2) ℂ :=
  Matrix.of fun p q => if p.1 = q.1 then pauliDot (n p.1) p.2 q.2 else 0
```

The constant $D$ is the local exchange energy, with spin lengths and numerical factors absorbed. With the minus sign, positive $D$ favours an electron spin along the moment.

```lean
/-- The Hamiltonian `T ⊗ 1 - D (n·σ)` of electrons that hop with amplitudes `T` and couple
with strength `D` to the classical moments `n`. -/
def hamiltonian (T : Matrix ι ι ℂ) (D : ℝ) (n : ι → Fin 3 → ℝ) :
    Matrix (ι × Fin 2) (ι × Fin 2) ℂ :=
  T ⊗ₖ (1 : Matrix (Fin 2) (Fin 2) ℂ) - (D : ℂ) • momentField n
```

The moments are fixed vectors without quantum dynamics. Tilted moments can turn an electron's spin, but they do not change in response, so the model contains no Kondo screening. Repulsion between electrons is absent too. On-site energies may enter through the diagonal of $T$. A shift of the energy zero can change $\|T\|$, so the gap is tied to the chosen zero and lies at the Fermi level only if the filling puts it there.

The norm of a state is the usual Hilbert-space norm.

```lean
/-- The Hilbert-space norm of a one-electron state with site and spin components. -/
def stateNorm (ψ : ι × Fin 2 → ℂ) : ℝ :=
  ‖(WithLp.toLp 2 ψ : EuclideanSpace ℂ (ι × Fin 2))‖
```

## Moments of unit length

The hypothesis `hn` says that $n_{i,0}^2+n_{i,1}^2+n_{i,2}^2=1$ at every site. Physically, all moments are saturated and only their directions vary. The derivation uses this to show that $S$ preserves the norm. For a spinor $v$, with $\mathrm i$ the imaginary unit,

$$(n\cdot\sigma)v=\begin{pmatrix} n_2v_0+(n_0-\mathrm i n_1)v_1\\ (n_0+\mathrm i n_1)v_0-n_2v_1\end{pmatrix}.$$

The squared moduli of the two components contain the cross terms $\pm 2n_2\,\mathrm{Re}[(n_0-\mathrm i n_1)\bar v_0v_1]$, which cancel in the sum. What is left is $(n_0^2+n_1^2+n_2^2)(|v_0|^2+|v_1|^2)$. With unit moments, summing over sites gives $\|S\psi\|=\|\psi\|$.

In Lean, `stateNorm_sq` writes the squared norm as a sum over sites, `pauliDot_norm_sq` is the spinor identity, with `ring` doing the cancellation, and `momentField_apply` reduces $S$ to its blocks.

```lean
omit [DecidableEq ι] in
/-- The squared norm of a state is the sum over sites of its spin-up and spin-down weights. -/
theorem stateNorm_sq (ψ : ι × Fin 2 → ℂ) :
    stateNorm ψ ^ 2 = ∑ i, (‖ψ (i, 0)‖ ^ 2 + ‖ψ (i, 1)‖ ^ 2) := by
  rw [stateNorm, EuclideanSpace.norm_sq_eq, Fintype.sum_prod_type]
  simp only [Fin.sum_univ_two]

/-- The matrix `n·σ` multiplies the squared norm of every spinor by `|n|²`. -/
theorem pauliDot_norm_sq (n : Fin 3 → ℝ) (v : Fin 2 → ℂ) :
    ‖(pauliDot n *ᵥ v) 0‖ ^ 2 + ‖(pauliDot n *ᵥ v) 1‖ ^ 2
      = (n 0 ^ 2 + n 1 ^ 2 + n 2 ^ 2) * (‖v 0‖ ^ 2 + ‖v 1‖ ^ 2) := by
  simp only [Complex.sq_norm, Complex.normSq_apply]
  simp [pauliDot, Matrix.mulVec, dotProduct, Fin.sum_univ_two]
  ring

/-- The exchange matrix acts on the spinor at each site through the moment of that site. -/
theorem momentField_apply (n : ι → Fin 3 → ℝ) (ψ : ι × Fin 2 → ℂ) (i : ι) (s : Fin 2) :
    (momentField n *ᵥ ψ) (i, s) = (pauliDot (n i) *ᵥ fun t => ψ (i, t)) s := by
  simp [momentField, Matrix.mulVec, dotProduct, Fintype.sum_prod_type, Fin.sum_univ_two]
```

The hypothesis itself enters in the step `hS` of `norm_sub_energy_ge` below, where it replaces each $|n_i|^2$ by 1. Without it the bound can fail: a single site with $T=0$ and a vanishing moment has $H=0$, hence a level at zero for any $D$. This example and the one-site and two-site examples below are plain algebra and carry no Lean proof.

## Hopping of norm at most W

The hypothesis `hW`, $\|T\|\le W$, limits the energy scale of the hopping. For Hermitian $T$, it says that all levels of the bare hopping problem lie between $-W$ and $W$.

Hopping leaves the spin alone, so $T\otimes1$ acts on each component $\psi_s=(\psi_{i,s})_i$ separately:

$$\|(T\otimes1)\psi\|^2=\sum_s\|T\psi_s\|^2\le\|T\|^2\sum_s\|\psi_s\|^2=\|T\|^2\|\psi\|^2 .$$

For any complex $z$, the definition of $H$ can be solved for the exchange term,

$$D\,S\psi=(T\otimes1)\psi-z\psi-(H-z)\psi ,$$

and the triangle inequality, with $\|S\psi\|=\|\psi\|$, gives

$$D\|\psi\|\le|D|\,\|\psi\|\le\|T\|\,\|\psi\|+|z|\,\|\psi\|+\|(H-z)\psi\| .$$

Therefore $\|(H-z)\psi\|\ge(D-\|T\|-|z|)\|\psi\|$.

```lean
omit [DecidableEq ι] in
/-- Hopping acts on each spin component separately. -/
theorem hopping_apply (T : Matrix ι ι ℂ) (ψ : ι × Fin 2 → ℂ) (i : ι) (s : Fin 2) :
    ((T ⊗ₖ (1 : Matrix (Fin 2) (Fin 2) ℂ)) *ᵥ ψ) (i, s) = (T *ᵥ fun j => ψ (j, s)) i := by
  simp [Matrix.mulVec, dotProduct, Fintype.sum_prod_type, Matrix.one_apply]
```

The theorem `norm_sub_energy_ge` follows the same route. Its step `hK` is the hopping estimate, `split` is the equation solved for the exchange term, `h2` and `h3` are the two triangle inequalities, and `linarith` combines them. It works with $\|T\|$ itself; $W$ comes in only with the gap theorem.

```lean
/-- For every complex `z`, the vector `(H - z)ψ` has norm at least `(D - ‖T‖ - |z|) ‖ψ‖`,
whatever the directions of the unit moments. -/
theorem norm_sub_energy_ge (T : Matrix ι ι ℂ) (D : ℝ) (n : ι → Fin 3 → ℝ)
    (hn : ∀ i, n i 0 ^ 2 + n i 1 ^ 2 + n i 2 ^ 2 = 1) (z : ℂ) (ψ : ι × Fin 2 → ℂ) :
    (D - ‖T‖ - ‖z‖) * stateNorm ψ ≤ stateNorm (hamiltonian T D n *ᵥ ψ - z • ψ) := by
  -- the exchange matrix preserves the norm
  have hS : stateNorm (momentField n *ᵥ ψ) = stateNorm ψ := by
    have h : stateNorm (momentField n *ᵥ ψ) ^ 2 = stateNorm ψ ^ 2 := by
      simp only [stateNorm_sq, momentField_apply, pauliDot_norm_sq, hn, one_mul]
    exact (sq_eq_sq₀ (norm_nonneg _) (norm_nonneg _)).mp h
  -- hopping stretches a state by at most `‖T‖`
  have hK : stateNorm ((T ⊗ₖ (1 : Matrix (Fin 2) (Fin 2) ℂ)) *ᵥ ψ) ≤ ‖T‖ * stateNorm ψ := by
    have key : ∀ s : Fin 2, ∑ i, ‖(T *ᵥ fun j => ψ (j, s)) i‖ ^ 2
        ≤ ‖T‖ ^ 2 * ∑ i, ‖ψ (i, s)‖ ^ 2 := by
      intro s
      have h := Matrix.l2_opNorm_mulVec T (WithLp.toLp 2 fun j => ψ (j, s))
      have h2 := pow_le_pow_left₀ (norm_nonneg _) h 2
      rw [mul_pow, EuclideanSpace.norm_sq_eq, EuclideanSpace.norm_sq_eq] at h2
      exact h2
    refine le_trans (le_abs_self _) (abs_le_of_sq_le_sq ?_
      (mul_nonneg (norm_nonneg _) (norm_nonneg _)))
    rw [mul_pow, stateNorm_sq, stateNorm_sq]
    simp only [hopping_apply, Finset.sum_add_distrib, mul_add]
    exact add_le_add (key 0) (key 1)
  -- isolate the exchange term and use the triangle inequality
  have hH : hamiltonian T D n *ᵥ ψ = (T ⊗ₖ (1 : Matrix (Fin 2) (Fin 2) ℂ)) *ᵥ ψ
      - (D : ℂ) • (momentField n *ᵥ ψ) := by
    rw [hamiltonian, Matrix.sub_mulVec, Matrix.smul_mulVec]
  have split : (D : ℂ) • WithLp.toLp 2 (momentField n *ᵥ ψ)
      = WithLp.toLp 2 ((T ⊗ₖ (1 : Matrix (Fin 2) (Fin 2) ℂ)) *ᵥ ψ) - z • WithLp.toLp 2 ψ
        - WithLp.toLp 2 (hamiltonian T D n *ᵥ ψ - z • ψ) := by
    rw [hH, WithLp.toLp_sub, WithLp.toLp_sub, WithLp.toLp_smul, WithLp.toLp_smul]
    module
  have h1 := congrArg norm split
  rw [norm_smul, Complex.norm_real, Real.norm_eq_abs] at h1
  have h2 := norm_sub_le
    (WithLp.toLp 2 ((T ⊗ₖ (1 : Matrix (Fin 2) (Fin 2) ℂ)) *ᵥ ψ) - z • WithLp.toLp 2 ψ)
    (WithLp.toLp 2 (hamiltonian T D n *ᵥ ψ - z • ψ))
  have h3 := norm_sub_le
    (WithLp.toLp 2 ((T ⊗ₖ (1 : Matrix (Fin 2) (Fin 2) ℂ)) *ᵥ ψ)) (z • WithLp.toLp 2 ψ)
  rw [norm_smul] at h3
  have h4 : D * stateNorm ψ ≤ |D| * stateNorm ψ :=
    mul_le_mul_of_nonneg_right (le_abs_self D) (norm_nonneg _)
  unfold stateNorm at *
  rw [hS] at h1
  linarith
```

If nothing limits the hopping, it can cancel the exchange energy. Two sites joined by a real amplitude $t>0$, with zero on-site energies and parallel unit moments, have the levels $\pm t-D$ and $\pm t+D$. At $t=D$ two of these are zero.

## Hermitian hopping

The hypothesis `hT` says that $T_{ij}=\overline{T_{ji}}$: there is no gain or loss, and energies are real. Complex amplitudes, such as those produced by a magnetic flux, are allowed.

Each block $n_i\cdot\sigma$ has a real diagonal and conjugate off-diagonal entries, so $S$ is Hermitian. As $D$ is real, $H$ is Hermitian with $T$.

```lean
omit [Fintype ι] in
/-- The Hamiltonian is Hermitian when the hopping matrix is. -/
theorem hamiltonian_isHermitian {T : Matrix ι ι ℂ} (hT : T.IsHermitian) (D : ℝ)
    (n : ι → Fin 3 → ℝ) : (hamiltonian T D n).IsHermitian := by
  have hS : (momentField n)ᴴ = momentField n := by
    ext ⟨i, s⟩ ⟨j, t⟩
    by_cases h : i = j
    · subst h
      fin_cases s <;> fin_cases t <;>
        simp [momentField, pauliDot, Matrix.conjTranspose_apply, sub_eq_add_neg]
    · simp [momentField, Matrix.conjTranspose_apply, h, Ne.symm h]
  unfold Matrix.IsHermitian hamiltonian
  rw [Matrix.conjTranspose_sub, Matrix.conjTranspose_smul, hS,
    Matrix.conjTranspose_kronecker, hT.eq, Matrix.conjTranspose_one]
  simp
```

If $H\psi=E\psi$ with $\psi\neq0$, then

$$\bar E\,\psi^\dagger\psi=(H\psi)^\dagger\psi=\psi^\dagger H\psi=E\,\psi^\dagger\psi ,$$

and dividing by $\psi^\dagger\psi>0$ gives $\bar E=E$. Setting $z=E$ in the norm bound makes its left side vanish, so $(D-\|T\|-|E|)\|\psi\|\le0$ and $|E|\ge D-\|T\|\ge D-W$.

In `disordered_moments_gap` the energy `E` is a complex number, and the conclusion has two parts: `E.im = 0` and `D - W ≤ |E.re|`. Hermiticity is used in `hreal`. The hypothesis `hψ`, that the state is not zero, is used there and again in `hpos`. The bound `hW` enters in the last lines, where $|E|<D-W$ would make a product positive that the norm bound makes at most zero.

```lean
/-- Let the hopping be Hermitian with norm at most `W`, and let the unit moments point in
arbitrary directions. Every eigenvalue `E` of the Hamiltonian is real and has `|E| ≥ D - W`. -/
theorem disordered_moments_gap {T : Matrix ι ι ℂ} (hT : T.IsHermitian) {W D : ℝ}
    (hW : ‖T‖ ≤ W) (n : ι → Fin 3 → ℝ)
    (hn : ∀ i, n i 0 ^ 2 + n i 1 ^ 2 + n i 2 ^ 2 = 1)
    {E : ℂ} {ψ : ι × Fin 2 → ℂ} (hψ : ψ ≠ 0) (hE : hamiltonian T D n *ᵥ ψ = E • ψ) :
    E.im = 0 ∧ D - W ≤ |E.re| := by
  -- the eigenvalue of a Hermitian matrix is real
  have hreal : star E = E := by
    have h : star (hamiltonian T D n *ᵥ ψ) ⬝ᵥ ψ = star ψ ⬝ᵥ (hamiltonian T D n *ᵥ ψ) := by
      rw [Matrix.star_mulVec, (hamiltonian_isHermitian hT D n).eq, ← Matrix.dotProduct_mulVec]
    rw [hE, star_smul, smul_dotProduct, dotProduct_smul, smul_eq_mul, smul_eq_mul] at h
    refine mul_right_cancel₀ (fun h0 => hψ ?_) h
    exact dotProduct_star_self_eq_zero.mp h0
  have him : E.im = 0 := Complex.conj_eq_iff_im.mp hreal
  have hnorm : ‖E‖ = |E.re| := by
    have h : E = (E.re : ℂ) := Complex.ext (by simp) (by simp [him])
    rw [h, Complex.norm_real, Real.norm_eq_abs, Complex.ofReal_re]
  refine ⟨him, ?_⟩
  -- an eigenvector makes the right-hand side of the norm bound vanish
  have hb := norm_sub_energy_ge T D n hn E ψ
  have hz : stateNorm (0 : ι × Fin 2 → ℂ) = 0 := by simp [stateNorm]
  rw [hE, sub_self, hz, hnorm] at hb
  have hpos : 0 < stateNorm ψ :=
    norm_pos_iff.mpr fun h => hψ (congrArg WithLp.ofLp h)
  by_contra hlt
  have : 0 < (D - ‖T‖ - |E.re|) * stateNorm ψ := mul_pos (by linarith) hpos
  linarith
```

Without Hermiticity the energies can be complex: a single site with $T=\mathrm i\gamma$, $\gamma$ real, has $E=\mathrm i\gamma\mp D$. The modulus still obeys $|E|\ge D-\|T\|$, because the norm bound does not use `hT`.

## Exchange stronger than hopping

The gap theorem holds for every real $D$, but for $D\le W$ its lower bound says nothing beyond $|E|\ge0$. The hypothesis `hD`, $W<D$, is the strong-coupling condition that gives it content. A coupling of negative sign is covered by reversing all moments, since $D\,S$ is unchanged when $D$ and every $n_i$ change sign together. If $\det H$ were zero, some $\psi\ne0$ would satisfy $H\psi=0$. Then $E=0$ would be an eigenvalue and $0\ge D-W>0$, a contradiction. The proof of `det_ne_zero_of_strong_coupling` does exactly this, and uses `hD` in its final `linarith`.

```lean
/-- If the exchange coupling `D` exceeds the bound `W` on the Hermitian hopping, the
Hamiltonian has non-zero determinant for every arrangement of unit moments. -/
theorem det_ne_zero_of_strong_coupling {T : Matrix ι ι ℂ} (hT : T.IsHermitian) {W D : ℝ}
    (hW : ‖T‖ ≤ W) (hD : W < D) (n : ι → Fin 3 → ℝ)
    (hn : ∀ i, n i 0 ^ 2 + n i 1 ^ 2 + n i 2 ^ 2 = 1) : (hamiltonian T D n).det ≠ 0 := by
  intro h
  obtain ⟨ψ, hψ, h0⟩ := Matrix.exists_mulVec_eq_zero_iff.mpr h
  have hg := (disordered_moments_gap hT hW n hn (E := 0) hψ (by rw [h0, zero_smul])).2
  rw [Complex.zero_re, abs_zero] at hg
  linarith
```

At $D=W$ the conclusion can already fail: the two sites with parallel moments described above, with $t=W=D$, have levels at zero.

## A hopping level at the full norm

The last hypothesis concerns sharpness. It asks that $\|T\|$ itself be an eigenvalue of $T$, so that the top of the hopping spectrum is also its largest level in modulus.

Let all moments equal $n$, let $Tx=\varepsilon x$, and let $(n\cdot\sigma)u=u$, so that the spin $u$ points along the moments. For $\psi_{i,s}=x_iu_s$, hopping gives $\varepsilon\psi$ and exchange gives $S\psi=\psi$, hence $H\psi=(\varepsilon-D)\psi$. The theorem `parallel_moments_eigenstate` proves this equation. When $x$ and $u$ are non-zero, so is $\psi$, and it is an eigenstate of $H$.

```lean
/-- Let all moments equal `n`. If `T x = ε x` and `(n·σ)u = u`, then the Hamiltonian multiplies the
product of `x` and `u` by `ε - D`. -/
theorem parallel_moments_eigenstate {T : Matrix ι ι ℂ} (D : ℝ) {n : Fin 3 → ℝ} {ε : ℂ}
    {x : ι → ℂ} {u : Fin 2 → ℂ} (hx : T *ᵥ x = ε • x) (hu : pauliDot n *ᵥ u = u) :
    hamiltonian T D (fun _ => n) *ᵥ (fun p => x p.1 * u p.2)
      = (ε - D) • fun p : ι × Fin 2 => x p.1 * u p.2 := by
  ext ⟨i, s⟩
  have h1 : (fun j => x j * u s) = u s • x := by
    ext j
    simp [mul_comm]
  have h2 : (fun t => x i * u t) = x i • u := by
    ext t
    simp
  rw [hamiltonian, Matrix.sub_mulVec, Matrix.smul_mulVec, Pi.sub_apply, Pi.smul_apply,
    hopping_apply, momentField_apply]
  simp only [h1, h2, Matrix.mulVec_smul, hx, hu, Pi.smul_apply, smul_eq_mul]
  ring
```

Now take $\varepsilon=\|T\|$, moments along $z$ and spin up, $u=(1,0)$. The energy is $-(D-\|T\|)$, and for $D\ge\|T\|$ its modulus equals the bound with $W=\|T\|$. In `gap_bound_attained`, `hx` is the eigenvalue hypothesis, and `hx0` ensures that the product state is not zero.

If only $-\|T\|$ is an eigenvalue of $T$, this state is not available, but the same product with spin down has energy $D-\|T\|$, at the other edge of the gap.

```lean
/-- If `‖T‖` is an eigenvalue of the hopping matrix and all moments point along the third
axis, then `-(D - ‖T‖)` is an eigenvalue of the Hamiltonian. -/
theorem gap_bound_attained {T : Matrix ι ι ℂ} (D : ℝ) {x : ι → ℂ} (hx0 : x ≠ 0)
    (hx : T *ᵥ x = (‖T‖ : ℂ) • x) :
    ∃ ψ : ι × Fin 2 → ℂ, ψ ≠ 0 ∧
      hamiltonian T D (fun _ => ![0, 0, 1]) *ᵥ ψ = (-((D : ℂ) - (‖T‖ : ℂ))) • ψ := by
  have hu : pauliDot ![0, 0, 1] *ᵥ ![1, 0] = ![1, 0] := by
    ext s
    fin_cases s <;> simp [pauliDot, Matrix.mulVec, dotProduct, Fin.sum_univ_two]
  refine ⟨fun p => x p.1 * (![1, 0] : Fin 2 → ℂ) p.2, fun h => hx0 ?_, ?_⟩
  · ext i
    simpa using congrFun h (i, 0)
  · rw [neg_sub]
    exact parallel_moments_eigenstate D hx hu

end

end DisorderedMomentGap
```

```lean
#print axioms DisorderedMomentGap.det_ne_zero_of_strong_coupling
#print axioms DisorderedMomentGap.gap_bound_attained
```

```
'DisorderedMomentGap.det_ne_zero_of_strong_coupling' depends on axioms: [propext, Classical.choice, Quot.sound]
'DisorderedMomentGap.gap_bound_attained' depends on axioms: [propext, Classical.choice, Quot.sound]
```
